# Exchange constants J1 and J2 of an Ising ring from the energies of three ordered states

## Ring, spins and sign convention

The problem is to find the exchange constants of a magnetic chain from the energies of three ordered spin patterns. The chain is a ring of $N=4m$ sites with $m\ge 1$, labelled $x=0,\dots,4m-1$ and added modulo $4m$. Each site carries a spin $s_x=\pm1$, and the energy per site is

$$e(s)=\frac1{4m}\sum_x\left(E_0+J_1s_xs_{x+1}+J_2s_xs_{x+2}\right).$$

Here $E_0$ is the spin-independent part, and $J_1$ and $J_2$ couple nearest and next-nearest neighbours. A positive $J$ favours antiparallel spins. The size of the moments is absorbed in the couplings, which are energies.

Such a mapping is used in electronic structure to turn total energies of collinear magnetic orders into exchange constants; here it is done for a chain whose energy contains only pair products of spins. Applying it to computed energies takes one further assumption: that all three orders are described by this energy with the same $E_0$, $J_1$ and $J_2$. A moment that changes size from one order to another would violate it.

In Lean the ring is `ZMod (4 * m)`, which builds in the periodic boundary, and a configuration is a real function on it.

```lean
import Mathlib

open Finset

namespace ExchangeMapping

noncomputable section
```

The ferromagnetic state has $s_x=1$ everywhere.

```lean
/-- The ferromagnetic state: every spin is up. -/
def ferro (m : ℕ) (_x : ZMod (4 * m)) : ℝ := 1
```

The Néel state has $s_x=1$ on even sites and $-1$ on odd sites. The number `x.val` is the label of the site between $0$ and $4m-1$.

```lean
/-- The Néel state: spins alternate up, down around the ring. -/
def neel (m : ℕ) (x : ZMod (4 * m)) : ℝ := if x.val % 2 = 0 then 1 else -1
```

The up-up-down-down state has $s_x=1$ when $x$ leaves remainder $0$ or $1$ on division by four, and $-1$ otherwise. It closes on the ring because the length is a multiple of four.

```lean
/-- The up-up-down-down state, repeated around the ring. -/
def uudd (m : ℕ) (x : ZMod (4 * m)) : ℝ := if x.val % 4 < 2 then 1 else -1
```

The correlation at distance $r$ is the site average

$$C_r(s)=\frac1{4m}\sum_x s_xs_{x+r}.$$

It belongs to one fixed configuration; there is no thermal average, and no product of mean spins is subtracted. The condition `[NeZero m]` says $m\ge1$.

```lean
variable {m : ℕ} [NeZero m]

/-- The spin correlation at distance `r`: the average of `s_x s_(x+r)` over the
`4m` sites of the ring, `m ≥ 1`. -/
def corr (s : ZMod (4 * m) → ℝ) (r : ℕ) : ℝ :=
  (∑ x, s x * s (x + (r : ZMod (4 * m)))) / (4 * m)
```

The energy per site is the expression given at the start. Each site contributes one term at each distance, so a pair is counted once, except on the ring of four sites, where $x+2$ and $x-2$ coincide and each opposite pair enters twice.

```lean
/-- Energy per site of the ring of `4m` sites, `m ≥ 1`, with nearest-neighbour coupling `J1`,
next-nearest-neighbour coupling `J2` and a spin-independent part `E0`. -/
def energy (E0 J1 J2 : ℝ) (s : ZMod (4 * m) → ℝ) : ℝ :=
  (∑ x, (E0 + J1 * (s x * s (x + 1)) + J2 * (s x * s (x + 2)))) / (4 * m)
```

To see what happens when the true couplings reach further, let there be a coupling $J_r$ at every distance $r=1,\dots,R$:

$$e(s)=\frac1{4m}\sum_x\Big(E_0+\sum_{r=1}^{R}J_rs_xs_{x+r}\Big).$$

The range $R$ may exceed the length of the ring, in which case the distances wrap around it.

```lean
/-- Energy per site of the ring of `4m` sites, `m ≥ 1`, with a coupling `J r` at each
distance `r` from `1` to `R`. -/
def longRangeEnergy (E0 : ℝ) (J : ℕ → ℝ) (R : ℕ) (s : ZMod (4 * m) → ℝ) : ℝ :=
  (∑ x, (E0 + ∑ r ∈ Icc 1 R, J r * (s x * s (x + (r : ZMod (4 * m)))))) / (4 * m)
```

## Correlations of the three states

Both alternating patterns depend only on $x$ modulo four. Moving $r$ sites may pass the end of the ring and subtract a multiple of $4m$, but this leaves the remainder modulo four unchanged:

$$(x+r)\bmod 4m\equiv x+r \pmod 4.$$

The proof uses that $4$ divides $4m$.

```lean
/-- Moving `r` sites around the ring advances the position modulo four by `r`. -/
theorem val_shift (x : ZMod (4 * m)) (r : ℕ) :
    (x + (r : ZMod (4 * m))).val % 4 = (x.val + r) % 4 := by
  rw [ZMod.val_add, ZMod.val_natCast, Nat.mod_mod_of_dvd _ (dvd_mul_right 4 m),
    Nat.add_mod, Nat.mod_mod_of_dvd _ (dvd_mul_right 4 m), ← Nat.add_mod]
```

If $s_xs_{x+r}=c$ at every site, then $C_r=4m\,c/(4m)=c$. For the ferromagnet this gives $C_r=1$ at all distances.

```lean
/-- If all spin products at distance `r` have the same value `c`, the correlation is `c`. -/
theorem corr_of_const {s : ZMod (4 * m) → ℝ} {r : ℕ} {c : ℝ}
    (h : ∀ x, s x * s (x + (r : ZMod (4 * m))) = c) : corr s r = c := by
  have hm : (m : ℝ) ≠ 0 := Nat.cast_ne_zero.mpr (NeZero.ne m)
  unfold corr
  rw [sum_congr rfl (fun x _ => h x), sum_const, card_univ, ZMod.card, nsmul_eq_mul]
  push_cast
  field_simp
```

In the Néel state, a move by an even distance keeps the sublattice and a move by an odd distance changes it. Hence $s_xs_{x+r}=(-1)^r$ at every site, and $C_r=(-1)^r$. The proof separates even and odd $r$. In each case `split_ifs` runs through the possible spin values, `omega` discards those with the wrong parity, and `norm_num` evaluates the rest.

```lean
/-- The Néel state has correlation `(-1)^r` at distance `r`. -/
theorem corr_neel (r : ℕ) : corr (neel m) r = (-1) ^ r := by
  apply corr_of_const
  intro x
  have h := val_shift x r
  rcases Nat.even_or_odd r with hr | hr
  · have h2 := Nat.even_iff.mp hr
    rw [hr.neg_one_pow]
    unfold neel
    split_ifs <;> first | omega | norm_num
  · have h2 := Nat.odd_iff.mp hr
    rw [hr.neg_one_pow]
    unfold neel
    split_ifs <;> first | omega | norm_num
```

In the up-up-down-down state, a move by two sites exchanges the remainders $\{0,1\}$ and $\{2,3\}$, so $s_{x+2}=-s_x$. Repeating it $k$ times gives

$$s_{x+2k}=(-1)^ks_x.$$

The single move is the `step` in the proof, and the repetition is the induction on $k$.

```lean
/-- Translating the up-up-down-down state by `2k` sites multiplies it by `(-1)^k`. -/
theorem uudd_shift (x : ZMod (4 * m)) (k : ℕ) :
    uudd m (x + ((2 * k : ℕ) : ZMod (4 * m))) = (-1) ^ k * uudd m x := by
  have step : ∀ y : ZMod (4 * m), uudd m (y + ((2 : ℕ) : ZMod (4 * m))) = -uudd m y := by
    intro y
    have h := val_shift y 2
    unfold uudd
    split_ifs <;> first | omega | norm_num
  induction k with
  | zero => simp
  | succ k ih =>
    have e : x + ((2 * (k + 1) : ℕ) : ZMod (4 * m))
        = x + ((2 * k : ℕ) : ZMod (4 * m)) + ((2 : ℕ) : ZMod (4 * m)) := by
      push_cast
      ring
    rw [e, step, ih, pow_succ]
    ring
```

Multiplying by $s_x$ and using $s_x^2=1$ gives $s_xs_{x+2k}=(-1)^k$ at every site, so $C_{2k}=(-1)^k$.

```lean
/-- The up-up-down-down state has correlation `(-1)^k` at the even distance `2k`. -/
theorem corr_uudd_even (k : ℕ) : corr (uudd m) (2 * k) = (-1) ^ k := by
  apply corr_of_const
  intro x
  have hsq : uudd m x * uudd m x = 1 := by
    unfold uudd
    split_ifs <;> norm_num
  rw [uudd_shift]
  linear_combination (-1) ^ k * hsq
```

At odd distances the product is not constant, and the sum has to be treated as a whole. Let $A=\sum_xs_xs_{x+1}$. Relabelling the sites by one step does not change the sum, so

$$A=\sum_xs_{x+1}s_{x+2}=-\sum_xs_{x+1}s_x=-A,$$

and therefore $A=0$. For any other odd distance,

$$\sum_xs_xs_{x+2k+1}=(-1)^k\sum_xs_xs_{x+1}=0,$$

hence $C_{2k+1}=0$. In the proof `Equiv.sum_comp` does the relabelling, `h0` is the statement $A=0$, and `h1` reduces the general odd distance to the nearest-neighbour one.

```lean
/-- In the up-up-down-down state the correlation vanishes at every odd distance. -/
theorem corr_uudd_odd (k : ℕ) : corr (uudd m) (2 * k + 1) = 0 := by
  -- translation by one site reverses the sign of the nearest-neighbour sum
  have h0 : ∑ x, uudd m x * uudd m (x + 1) = 0 := by
    have h := Equiv.sum_comp (Equiv.addRight (1 : ZMod (4 * m)))
      (fun x => uudd m x * uudd m (x + 1))
    simp only [Equiv.coe_addRight] at h
    have h2 : ∑ x, uudd m (x + 1) * uudd m (x + 1 + 1)
        = -∑ x, uudd m x * uudd m (x + 1) := by
      rw [← sum_neg_distrib]
      refine sum_congr rfl fun x _ => ?_
      have e : x + 1 + 1 = x + ((2 * 1 : ℕ) : ZMod (4 * m)) := by
        push_cast
        ring
      rw [e, uudd_shift]
      ring
    linarith
  -- every other odd distance differs from this one by an even translation
  have h1 : ∀ x, uudd m x * uudd m (x + ((2 * k + 1 : ℕ) : ZMod (4 * m)))
      = (-1) ^ k * (uudd m x * uudd m (x + 1)) := by
    intro x
    have e : x + ((2 * k + 1 : ℕ) : ZMod (4 * m))
        = x + 1 + ((2 * k : ℕ) : ZMod (4 * m)) := by
      push_cast
      ring
    rw [e, uudd_shift]
    ring
  unfold corr
  rw [sum_congr rfl (fun x _ => h1 x), ← mul_sum, h0, mul_zero, zero_div]
```

## Solving for the couplings

The energy is linear in the spin products. Exchanging the sum over sites with the sum over distances gives

$$e(s)=E_0+\sum_{r=1}^{R}J_rC_r(s).$$

This holds for any real configuration. The exchange is `sum_comm`; the constant term averages to $E_0$.

```lean
/-- The energy per site is `E0` plus each coupling times the correlation at its distance. -/
theorem longRangeEnergy_eq (E0 : ℝ) (J : ℕ → ℝ) (R : ℕ) (s : ZMod (4 * m) → ℝ) :
    longRangeEnergy E0 J R s = E0 + ∑ r ∈ Icc 1 R, J r * corr s r := by
  have hm : (m : ℝ) ≠ 0 := Nat.cast_ne_zero.mpr (NeZero.ne m)
  unfold longRangeEnergy corr
  rw [sum_add_distrib, sum_comm, add_div]
  congr 1
  · rw [sum_const, card_univ, ZMod.card, nsmul_eq_mul]
    push_cast
    field_simp
  · rw [sum_div]
    refine sum_congr rfl fun r _ => ?_
    rw [← mul_sum, mul_div_assoc]
```

With couplings at distances one and two only, the three energies are

$$e_F=E_0+J_1+J_2,\qquad e_N=E_0-J_1+J_2,\qquad e_U=E_0-J_2,$$

where $F$, $N$ and $U$ stand for ferromagnetic, Néel and up-up-down-down. Subtracting the second from the first gives $e_F-e_N=2J_1$. Adding them gives $e_F+e_N=2E_0+2J_2$, from which $2e_U=2E_0-2J_2$ is subtracted to isolate $J_2$, or to which it is added to isolate $E_0$:

$$J_1=\frac{e_F-e_N}{2},\qquad J_2=\frac{e_F+e_N-2e_U}{4},\qquad E_0=\frac{e_F+e_N+2e_U}{4}.$$

The theorem states these three equations for all real $E_0$, $J_1$, $J_2$ and every $m\ge1$. In its proof, `key` obtains the energy from the long-range formula with $R=2$; the correlations are then inserted and `ring` checks the algebra.

```lean
/-- The energies per site of the ferromagnetic, Néel and up-up-down-down states
determine `J1`, `J2` and `E0` on every ring of `4m` sites, `m ≥ 1`. -/
theorem exchange_from_energies (E0 J1 J2 : ℝ) :
    J1 = (energy E0 J1 J2 (ferro m) - energy E0 J1 J2 (neel m)) / 2 ∧
    J2 = (energy E0 J1 J2 (ferro m) + energy E0 J1 J2 (neel m)
      - 2 * energy E0 J1 J2 (uudd m)) / 4 ∧
    E0 = (energy E0 J1 J2 (ferro m) + energy E0 J1 J2 (neel m)
      + 2 * energy E0 J1 J2 (uudd m)) / 4 := by
  -- the model is the long-range one cut off at distance two
  have key : ∀ s : ZMod (4 * m) → ℝ,
      energy E0 J1 J2 s = E0 + (J1 * corr s 1 + J2 * corr s 2) := by
    intro s
    have h := longRangeEnergy_eq E0 (fun r => if r = 1 then J1 else J2) 2 s
    have hI : Icc 1 2 = ({1, 2} : Finset ℕ) := by decide
    have h12 : (1 : ℕ) ≠ 2 := by decide
    have h21 : (2 : ℕ) ≠ 1 := by decide
    simp only [longRangeEnergy, hI, sum_pair h12, if_true, if_neg h21,
      Nat.cast_one, Nat.cast_ofNat, ← add_assoc] at h
    rw [← add_assoc]
    exact h
  have hF : ∀ r, corr (ferro m) r = 1 := fun r => corr_of_const (by simp [ferro])
  have hU1 : corr (uudd m) 1 = 0 := corr_uudd_odd 0
  have hU2 : corr (uudd m) 2 = (-1) ^ 1 := corr_uudd_even 1
  simp only [key, hF, corr_neel, hU1, hU2]
  refine ⟨?_, ?_, ?_⟩ <;> ring
```

## What the ferromagnetic–Néel difference can see

Since $e_F-e_N=2J_1$, two parameter sets $(E_0,J_1,J_2)$ and $(E_0',J_1',J_2')$ give the same difference exactly when $J_1=J_1'$. The values of $J_2$ and $E_0$ have no influence on it: $E_0$ is the same constant in both energies, and $J_2$ cancels because both states have $C_2=1$. The word "gap" in the theorem's name means this energy difference between two fixed configurations, not an excitation gap. The proof applies the formula for $J_1$ to both parameter sets.

```lean
/-- Two parameter sets give the same energy difference between the ferromagnetic and Néel
states exactly when their `J1` agree, whatever their `J2` and `E0`. -/
theorem gap_eq_iff (E0 J1 J2 E0' J1' J2' : ℝ) :
    energy E0 J1 J2 (ferro m) - energy E0 J1 J2 (neel m)
      = energy E0' J1' J2' (ferro m) - energy E0' J1' J2' (neel m) ↔ J1 = J1' := by
  have h := (exchange_from_energies (m := m) E0 J1 J2).1
  have h' := (exchange_from_energies (m := m) E0' J1' J2').1
  constructor <;> intro e <;> linarith
```

## Couplings beyond second neighbours

Now let the energies come from couplings up to distance $R$, while the two-coupling formulas are still used to read them. The first formula gives

$$\frac{e_F-e_N}{2}=\sum_{r=1}^{R}\frac{1-(-1)^r}{2}J_r=\sum_{r\ \mathrm{odd}}J_r.$$

In the second, coupling $J_r$ has the weight $\left(1+(-1)^r-2C_r(U)\right)/4$, where $C_r(U)$ is the up-up-down-down correlation. For odd $r$ this is $(1-1-0)/4=0$. For $r=2k$ it is $(1-(-1)^k)/2$, which is $1$ for odd $k$ and $0$ for even $k$. Therefore

$$\frac{e_F+e_N-2e_U}{4}=\sum_{r\equiv2\ (\mathrm{mod}\ 4)}J_r,$$

with both sums restricted to $1\le r\le R$.

The value read as $J_1$ is thus $J_1+J_3+J_5+\dots$, and the value read as $J_2$ is $J_2+J_6+J_{10}+\dots$. Three energies fitted with three parameters leave no residual that would reveal the extra terms, so these three energies alone cannot show whether a $J_3$ is present.

In the theorem, `Icc 1 R with r % 2 = 1` is the set of odd distances up to $R$, and `r % 4 = 2` selects the second set. Each half of the proof first establishes the weight of a single $J_r$, as the identity `t`, by splitting $r$ into even and odd; the second half also splits $k$. Summing over $r$ then gives the result.

```lean
/-- With couplings up to distance `R`, the formula for `J1` returns the sum of all couplings
at odd distances, and the formula for `J2` the sum of those at distances `2, 6, 10, ...`. -/
theorem long_range_aliasing (E0 : ℝ) (J : ℕ → ℝ) (R : ℕ) :
    (longRangeEnergy E0 J R (ferro m) - longRangeEnergy E0 J R (neel m)) / 2
      = ∑ r ∈ Icc 1 R with r % 2 = 1, J r ∧
    (longRangeEnergy E0 J R (ferro m) + longRangeEnergy E0 J R (neel m)
      - 2 * longRangeEnergy E0 J R (uudd m)) / 4
      = ∑ r ∈ Icc 1 R with r % 4 = 2, J r := by
  have hF : ∀ r, corr (ferro m) r = 1 := fun r => corr_of_const (by simp [ferro])
  have hs : ∀ n : ℕ, (-1 : ℝ) ^ (2 * n) = 1 := fun n => (even_two_mul n).neg_one_pow
  have ho : ∀ n : ℕ, (-1 : ℝ) ^ (2 * n + 1) = -1 := fun n => (odd_two_mul_add_one n).neg_one_pow
  simp only [longRangeEnergy_eq, hF, sum_filter]
  constructor
  · have t : ∀ r, (if r % 2 = 1 then J r else 0)
        = (J r * 1 - J r * corr (neel m) r) / 2 := by
      intro r
      obtain ⟨k, rfl | rfl⟩ := Nat.even_or_odd' r
      · rw [if_neg (by omega), corr_neel, hs]
        ring
      · rw [if_pos (by omega), corr_neel, ho]
        ring
    rw [sum_congr rfl (fun r _ => t r), ← sum_div, sum_sub_distrib]
    ring
  · -- distances are sorted by their remainder modulo four
    have t : ∀ r, (if r % 4 = 2 then J r else 0)
        = (J r * 1 + J r * corr (neel m) r - 2 * (J r * corr (uudd m) r)) / 4 := by
      intro r
      obtain ⟨k, rfl | rfl⟩ := Nat.even_or_odd' r
      · rw [corr_neel, corr_uudd_even, hs]
        obtain ⟨j, rfl | rfl⟩ := Nat.even_or_odd' k
        · rw [if_neg (by omega), hs]
          ring
        · rw [if_pos (by omega), ho]
          ring
      · rw [if_neg (by omega), corr_neel, corr_uudd_odd, ho]
        ring
    rw [sum_congr rfl (fun r _ => t r), ← sum_div, sum_sub_distrib, sum_add_distrib, ← mul_sum]
    ring

end

end ExchangeMapping
```

```lean
#print axioms ExchangeMapping.exchange_from_energies
#print axioms ExchangeMapping.gap_eq_iff
#print axioms ExchangeMapping.long_range_aliasing
```

```
'ExchangeMapping.exchange_from_energies' depends on axioms: [propext, Classical.choice, Quot.sound]
'ExchangeMapping.gap_eq_iff' depends on axioms: [propext, Classical.choice, Quot.sound]
'ExchangeMapping.long_range_aliasing' depends on axioms: [propext, Classical.choice, Quot.sound]
```
